# Gapped aufbau cycles at fixed electron number: period at most two for a quadratic energy, period three possible for a cubic one

If the orbital levels are the gradient of a quadratic energy of the occupations, every periodic aufbau iteration that conserves the electron number and never has a level at the Fermi level repeats after two steps. Under these conditions one electron on three orbitals cannot run through the cycle 0 → 1 → 2 → 0, whereas the cubic energy −(n₀² n₁ + n₁² n₂ + n₂² n₀) of the occupations n₀, n₁, n₂ produces exactly this cycle.

```lean
import Mathlib

open Matrix

namespace AufbauCycles

noncomputable section

variable {ι : Type*} [Fintype ι] [DecidableEq ι]

/-- The occupation with one electron in orbital `i` and all other orbitals empty. -/
def orb {ι : Type*} [DecidableEq ι] (i : ι) : ι → ℝ := Pi.single i 1

/-- The quadratic energy `h·n + (1/2) n·J n` of the occupations `n`. -/
def quadraticEnergy (h : ι → ℝ) (J : Matrix ι ι ℝ) (n : ι → ℝ) : ℝ :=
  h ⬝ᵥ n + 1 / 2 * (n ⬝ᵥ J *ᵥ n)

/-- Orbital levels `h + J n` that depend linearly on the occupations `n`. -/
def levels (h : ι → ℝ) (J : Matrix ι ι ℝ) (n : ι → ℝ) : ι → ℝ := h + J *ᵥ n

/-- The occupation `p` obeys the aufbau rule for the levels `ε`: some Fermi level, at which
no level lies, has only filled orbitals below it and only empty orbitals above it. -/
def IsAufbau {ι : Type*} (ε p : ι → ℝ) : Prop :=
  ∃ μ : ℝ, ∀ i, (ε i < μ ∧ p i = 1) ∨ (μ < ε i ∧ p i = 0)

/-- The energy `h·a + h·b + a·J b` of two successive occupations `a` and `b`. -/
def pairEnergy (h : ι → ℝ) (J : Matrix ι ι ℝ) (a b : ι → ℝ) : ℝ :=
  h ⬝ᵥ a + h ⬝ᵥ b + a ⬝ᵥ J *ᵥ b

/-- The cubic energy `-(n₀² n₁ + n₁² n₂ + n₂² n₀)` of three orbitals, numbered from zero. -/
def cubicEnergy (n : Fin 3 → ℝ) : ℝ :=
  -(n 0 ^ 2 * n 1 + n 1 ^ 2 * n 2 + n 2 ^ 2 * n 0)

/-- The three orbital levels of the cubic energy, written out. -/
def cubicLevels (n : Fin 3 → ℝ) : Fin 3 → ℝ :=
  ![-(2 * n 0 * n 1 + n 2 ^ 2), -(n 0 ^ 2 + 2 * n 1 * n 2), -(n 1 ^ 2 + 2 * n 2 * n 0)]

omit [DecidableEq ι] in
/-- A symmetric interaction couples two occupations equally in either order. -/
theorem interaction_comm {J : Matrix ι ι ℝ} (hJ : J.IsSymm) (x y : ι → ℝ) :
    x ⬝ᵥ J *ᵥ y = y ⬝ᵥ J *ᵥ x := by
  rw [Matrix.dotProduct_mulVec, ← Matrix.mulVec_transpose, hJ.eq, dotProduct_comm]

/-- A quadratic polynomial in `t` has its linear coefficient as derivative at `t = 0`. -/
theorem hasDerivAt_quadratic (a b c : ℝ) :
    HasDerivAt (fun t : ℝ => a + t * b + t ^ 2 * c) b 0 :=
  ((((hasDerivAt_id' (0 : ℝ)).mul_const b).const_add a).fun_add
    ((hasDerivAt_pow 2 (0 : ℝ)).mul_const c)).congr_deriv (by simp)

/-- For a symmetric interaction, the level of orbital `i` is the derivative of the quadratic
energy with respect to the occupation of that orbital. -/
theorem quadratic_levels (h : ι → ℝ) {J : Matrix ι ι ℝ} (hJ : J.IsSymm) (n : ι → ℝ) (i : ι) :
    HasDerivAt (fun t : ℝ => quadraticEnergy h J (n + t • orb i)) (levels h J n i) 0 := by
  have s1 := interaction_comm hJ n (orb i)
  have s2 : orb i ⬝ᵥ J *ᵥ n = (J *ᵥ n) i := by simp [orb]
  have s3 : h ⬝ᵥ orb i = h i := by simp [orb]
  have key : (fun t : ℝ => quadraticEnergy h J (n + t • orb i)) = fun t =>
      quadraticEnergy h J n + t * levels h J n i
        + t ^ 2 * (1 / 2 * (orb i ⬝ᵥ J *ᵥ orb i)) := by
    funext t
    simp only [quadraticEnergy, levels, Pi.add_apply, dotProduct_add, add_dotProduct,
      Matrix.mulVec_add, Matrix.mulVec_smul, dotProduct_smul, smul_dotProduct, smul_eq_mul,
      s1, s2, s3]
    ring
  rw [key]
  exact hasDerivAt_quadratic _ _ _

omit [DecidableEq ι] in
/-- For fixed levels `ε`, the aufbau occupation `p` has a strictly lower sum `ε·p` than any other
occupation with entries between 0 and 1 and the same number of electrons. -/
theorem aufbau_lt {ε p q : ι → ℝ} (hp : IsAufbau ε p) (hq : ∀ i, 0 ≤ q i ∧ q i ≤ 1)
    (hs : ∑ i, q i = ∑ i, p i) (hne : q ≠ p) : ε ⬝ᵥ p < ε ⬝ᵥ q := by
  obtain ⟨μ, hμ⟩ := hp
  obtain ⟨j, hj⟩ := Function.ne_iff.mp hne
  -- measured from the Fermi level, every transfer of charge costs energy
  have pos : 0 < ∑ i, (ε i - μ) * (q i - p i) := by
    apply Finset.sum_pos'
    · intro i _
      rcases hμ i with ⟨h1, h2⟩ | ⟨h1, h2⟩
      · rw [h2]
        nlinarith [mul_nonneg (sub_nonneg.2 h1.le) (sub_nonneg.2 (hq i).2)]
      · rw [h2, sub_zero]
        exact mul_nonneg (sub_nonneg.2 h1.le) (hq i).1
    · refine ⟨j, Finset.mem_univ j, ?_⟩
      rcases hμ j with ⟨h1, h2⟩ | ⟨h1, h2⟩
      · rw [h2] at hj ⊢
        have h3 := lt_of_le_of_ne (hq j).2 hj
        nlinarith [mul_pos (sub_pos.2 h1) (sub_pos.2 h3)]
      · rw [h2] at hj ⊢
        rw [sub_zero]
        exact mul_pos (sub_pos.2 h1) (lt_of_le_of_ne (hq j).1 (Ne.symm hj))
  have expand : ∑ i, (ε i - μ) * (q i - p i)
      = (ε ⬝ᵥ q - ε ⬝ᵥ p) - μ * (∑ i, q i - ∑ i, p i) := by
    simp only [dotProduct, ← Finset.sum_sub_distrib, Finset.mul_sum]
    exact Finset.sum_congr rfl (fun i _ => by ring)
  rw [expand, hs, sub_self, mul_zero, sub_zero] at pos
  linarith

omit [DecidableEq ι] in
/-- Let `c` be the aufbau occupation for the levels at `b`, with symmetric interaction. The pair
energy of `b, c` is strictly below that of `a, b` for every other occupation `a`, with entries
between 0 and 1, that has as many electrons as `c`. -/
theorem pairEnergy_descent (h : ι → ℝ) {J : Matrix ι ι ℝ} (hJ : J.IsSymm) {a b c : ι → ℝ}
    (hc : IsAufbau (levels h J b) c) (ha : ∀ i, 0 ≤ a i ∧ a i ≤ 1)
    (hs : ∑ i, a i = ∑ i, c i) (hne : a ≠ c) :
    pairEnergy h J b c < pairEnergy h J a b := by
  have key := aufbau_lt hc ha hs hne
  simp only [levels, add_dotProduct] at key
  have e1 := dotProduct_comm (J *ᵥ b) c
  have e2 := dotProduct_comm (J *ᵥ b) a
  have e3 := interaction_comm hJ b c
  unfold pairEnergy
  linarith

omit [DecidableEq ι] in
/-- For levels `h + J n` with symmetric `J`, every periodic aufbau iteration with a fixed
number of electrons repeats after two steps. -/
theorem periodic_aufbau_period_two (h : ι → ℝ) {J : Matrix ι ι ℝ} (hJ : J.IsSymm)
    (n : ℕ → ι → ℝ) (N : ℝ) (hN : ∀ k, ∑ i, n k i = N)
    (hstep : ∀ k, IsAufbau (levels h J (n k)) (n (k + 1)))
    {p : ℕ} (hp : 0 < p) (hper : ∀ k, n (k + p) = n k) :
    ∀ k, n (k + 2) = n k := by
  -- by periodicity every occupation is the outcome of an aufbau step
  have hb : ∀ k i, 0 ≤ n k i ∧ n k i ≤ 1 := by
    intro k i
    obtain ⟨μ, hμ⟩ := hstep (k + (p - 1))
    have e : k + (p - 1) + 1 = k + p := by omega
    rw [e, hper] at hμ
    rcases hμ i with ⟨_, h2⟩ | ⟨_, h2⟩ <;> rw [h2] <;> norm_num
  have hlt : ∀ k, n (k + 2) ≠ n k →
      pairEnergy h J (n (k + 1)) (n (k + 2)) < pairEnergy h J (n k) (n (k + 1)) :=
    fun k hne => pairEnergy_descent h hJ (hstep (k + 1)) (hb k)
      ((hN k).trans (hN (k + 2)).symm) (Ne.symm hne)
  have anti : Antitone (fun k => pairEnergy h J (n k) (n (k + 1))) := by
    apply antitone_nat_of_succ_le
    intro k
    change pairEnergy h J (n (k + 1)) (n (k + 2)) ≤ pairEnergy h J (n k) (n (k + 1))
    by_cases hk : n (k + 2) = n k
    · rw [hk]
      have e := interaction_comm hJ (n (k + 1)) (n k)
      unfold pairEnergy
      linarith
    · exact (hlt k hk).le
  intro k
  by_contra hne
  -- after a full period the pair energy would have to recover its initial value
  have h1 : pairEnergy h J (n (k + p)) (n (k + p + 1))
      ≤ pairEnergy h J (n (k + 1)) (n (k + 2)) := anti (show k + 1 ≤ k + p by omega)
  have e : k + p + 1 = k + 1 + p := by omega
  rw [e, hper, hper] at h1
  exact absurd (hlt k hne) (not_lt_of_ge h1)

/-- With a symmetric interaction, levels `h + J n` cannot send one electron on three orbitals
through the aufbau cycle 0 → 1 → 2 → 0. -/
theorem no_three_cycle (h : Fin 3 → ℝ) {J : Matrix (Fin 3) (Fin 3) ℝ} (hJ : J.IsSymm) :
    ¬ ∀ i : Fin 3, IsAufbau (levels h J (orb i)) (orb (i + 1)) := by
  intro hcyc
  have hi : ∀ i : Fin 3, i ≠ i + 1 + 1 := by decide
  have d : ∀ i : Fin 3, pairEnergy h J (orb (i + 1)) (orb (i + 1 + 1))
      < pairEnergy h J (orb i) (orb (i + 1)) := by
    intro i
    apply pairEnergy_descent h hJ (hcyc (i + 1))
    · intro j
      simp only [orb, Pi.single_apply]
      split_ifs <;> norm_num
    · simp [orb, Pi.single_apply]
    · intro e
      have e' := congrFun e i
      simp only [orb] at e'
      rw [Pi.single_eq_same, Pi.single_eq_of_ne (hi i)] at e'
      exact one_ne_zero e'
  -- three strict descents lead back to the start
  have d0 := d 0
  have d1 := d 1
  have d2 := d 2
  have a1 : (0 : Fin 3) + 1 = 1 := by decide
  have a2 : (1 : Fin 3) + 1 = 2 := by decide
  have a3 : (2 : Fin 3) + 1 = 0 := by decide
  simp only [a1, a2, a3] at d0 d1 d2
  linarith

/-- The levels of the cubic energy are its derivatives with respect to the occupations. -/
theorem cubic_levels (n : Fin 3 → ℝ) (i : Fin 3) :
    HasDerivAt (fun t : ℝ => cubicEnergy (n + t • orb i)) (cubicLevels n i) 0 := by
  have key : (fun t : ℝ => cubicEnergy (n + t • orb i)) = fun t =>
      cubicEnergy n + t * cubicLevels n i + t ^ 2 * (-n (i + 1)) := by
    funext t
    fin_cases i <;> simp [cubicEnergy, cubicLevels, orb] <;> ring
  rw [key]
  exact hasDerivAt_quadratic _ _ _

/-- The levels of the cubic energy send one electron through the aufbau cycle 0 → 1 → 2 → 0. -/
theorem cubic_three_cycle (i : Fin 3) : IsAufbau (cubicLevels (orb i)) (orb (i + 1)) := by
  refine ⟨-1 / 2, fun j => ?_⟩
  fin_cases i <;> fin_cases j <;> simp [cubicLevels, orb] <;> norm_num

/-- Linear levels `J n` with the nonsymmetric matrix `J` shown here send one electron through the
aufbau cycle 0 → 1 → 2 → 0. -/
theorem nonsymmetric_three_cycle (i : Fin 3) :
    IsAufbau (levels 0 !![0, 0, -1; -1, 0, 0; 0, -1, 0] (orb i)) (orb (i + 1)) := by
  refine ⟨-1 / 2, fun j => ?_⟩
  fin_cases i <;> fin_cases j <;>
    simp [levels, orb] <;>
    norm_num

end

end AufbauCycles
```

```lean
#print axioms AufbauCycles.periodic_aufbau_period_two
-- 'AufbauCycles.periodic_aufbau_period_two' depends on axioms: [propext, Classical.choice, Quot.sound]
#print axioms AufbauCycles.cubic_levels
-- 'AufbauCycles.cubic_levels' depends on axioms: [propext, Classical.choice, Quot.sound]
#print axioms AufbauCycles.cubic_three_cycle
-- 'AufbauCycles.cubic_three_cycle' depends on axioms: [propext, Classical.choice, Quot.sound]
#print axioms AufbauCycles.nonsymmetric_three_cycle
-- 'AufbauCycles.nonsymmetric_three_cycle' depends on axioms: [propext, Classical.choice, Quot.sound]
```

## Occupations, levels and the gap

The orbitals form a finite set `ι`, and an occupation is a real vector n with one entry nᵢ per orbital. A filled orbital has nᵢ = 1, so these are spin orbitals. Three orbitals are numbered 0, 1, 2, and i + 1 is then taken modulo 3. The vector eᵢ, in Lean `orb i`, puts one electron into orbital i.

A vector h of bare levels and an interaction matrix J define the energy and the levels

E(n) = h·n + ½ n·Jn

ε(n) = h + Jn

which are `quadraticEnergy` and `levels`. In Lean, `⬝ᵥ` is the dot product and `*ᵥ` applies a matrix to a vector. The diagonal of J is unrestricted, so an orbital may interact with its own charge. The hypothesis `J.IsSymm` says that orbital i shifts orbital j as much as j shifts i, as it must when the shifts are derivatives of one energy.

`IsAufbau ε p` says that there is a number μ, the Fermi level, such that each orbital either lies strictly below μ and is filled or lies strictly above μ and is empty. When both kinds of orbital occur, this is a gap between the highest filled and the lowest empty level. Some condition against ties is needed: for h = 0 and J = 0 all levels coincide at every step, and a rule that chose freely among them could follow the three-cycle.

## What is claimed about cycles

In `periodic_aufbau_period_two`, the sequence `n` lists the occupations of an iteration; nₖ, in Lean `n k`, is the whole occupation vector at step k. The hypotheses of the theorem are that J is symmetric, that every occupation sums to the same number N, that `n (k + 1)` is the aufbau occupation for the levels at `n k`, and that the sequence has some period p > 0. The conclusion is nₖ₊₂ = nₖ for all k, so the iteration either stands still or alternates between two occupations. Periodicity is assumed; the theorem does not say that an iteration from an arbitrary start becomes periodic.

`no_three_cycle` says that for three orbitals and symmetric J, the three steps from eᵢ to eᵢ₊₁ cannot all be aufbau steps. `cubic_three_cycle` says that they all are for the cubic energy, and `nonsymmetric_three_cycle` says the same for linear levels with one particular nonsymmetric J.

For self-consistent-field practice, in this model of fixed orbitals whose occupations alone respond, a gapped three-cycle at fixed electron number excludes levels derived from a quadratic energy. It does not by itself identify a nonquadratic energy, because the levels might not be derivatives of any energy, as in the nonsymmetric example. Orbital rotation, damping, level shifting and fractional occupation at the Fermi level are absent from the model.

## The levels as derivatives

Adding a charge t to orbital i changes the quadratic energy to

E(n + t eᵢ) = E(n) + t (h + Jn)ᵢ + ½ t² Jᵢᵢ

Symmetry of J is used here to combine the two cross terms ½ n·Jeᵢ and ½ eᵢ·Jn. The coefficient of t is the level of orbital i. `quadratic_levels` proves this expansion as `key` and reads off the derivative at t = 0 with `hasDerivAt_quadratic`.

For the cubic energy, now called E, the levels are

ε₀ = −(2n₀n₁ + n₂²)

ε₁ = −(n₀² + 2n₁n₂)

ε₂ = −(n₁² + 2n₂n₀)

and the corresponding expansion is

E(n + t eᵢ) = E(n) + t εᵢ(n) − t² nᵢ₊₁

`cubic_levels` checks it for each of the three orbitals and again takes the linear coefficient.

## Aufbau minimises the sum of occupied levels

Let p be the aufbau occupation for fixed levels ε, and let q be a different occupation with entries between 0 and 1 and the same electron number. Consider the sum

Σᵢ (εᵢ − μ)(qᵢ − pᵢ)

For a filled orbital, εᵢ − μ is negative and qᵢ − 1 is at most zero. For an empty orbital, εᵢ − μ is positive and qᵢ is at least zero. No term is therefore negative, and a term with qᵢ ≠ pᵢ is positive. Since q differs from p somewhere, the sum is positive. Multiplying out gives

0 < ε·q − ε·p − μ(Σᵢ qᵢ − Σᵢ pᵢ) = ε·q − ε·p

because the electron numbers agree. Hence ε·p < ε·q.

This is `aufbau_lt`. Its step `pos` makes the sign argument with `Finset.sum_pos'`, which asks for nonnegative terms and one positive term; `expand` is the multiplication.

## A pair energy that falls

Now let E be the quadratic energy again. It need not decrease from one step to the next, but a function of two successive occupations does not increase:

P(a, b) = h·a + h·b + a·Jb

This is `pairEnergy`. For equal arguments, P(a, a) = 2E(a). For symmetric J it does not depend on the order of a and b, since a·Jb = b·Ja, which is `interaction_comm`.

Let a and b be successive occupations, where a has entries between 0 and 1, and let c be the aufbau occupation for the levels ε(b) = h + Jb, with as many electrons as a. Then

P(b, c) − P(a, b) = h·c + b·Jc − h·a − a·Jb

= (h + Jb)·c − (h + Jb)·a

= ε(b)·c − ε(b)·a

The second line uses b·Jc = c·Jb. By the minimum property of c, the difference is negative unless a = c. `pairEnergy_descent` follows the same route: `key` is the inequality from `aufbau_lt`, the equalities `e1`, `e2` and `e3` reorder the products, and `linarith` combines them.

## Why a period leaves only two steps

Along the iteration write Pₖ = P(nₖ, nₖ₊₁). If nₖ₊₂ = nₖ, then Pₖ₊₁ = Pₖ because P is symmetric in its arguments. Otherwise Pₖ₊₁ < Pₖ. The sequence Pₖ therefore never increases.

Suppose nₖ₊₂ ≠ nₖ for some k. Since the period p is at least 1,

Pₖ₊ₚ ≤ Pₖ₊₁ < Pₖ

but periodicity gives Pₖ₊ₚ = Pₖ, a contradiction.

In the Lean proof, `hb` first shows that all entries lie between 0 and 1. The starting occupation is not assumed to have entries in this range, but periodicity makes it equal to nₚ, which is the outcome of an aufbau step, so its entries are 0 or 1. `hlt` is the strict descent, `anti` is the monotonic sequence, and the lines after `by_contra` compare Pₖ₊ₚ with Pₖ₊₁.

## The three-cycle, excluded and realised

For one electron the contradiction can be written with matrix elements. The steps from e₀, e₁ and e₂ would require, in turn,

h₁ + J₁₀ < h₂ + J₂₀

h₂ + J₂₁ < h₀ + J₀₁

h₀ + J₀₂ < h₁ + J₁₂

Adding them removes h and leaves

J₁₀ + J₂₁ + J₀₂ < J₂₀ + J₀₁ + J₁₂

For symmetric J the two sides are equal, so the three steps cannot all occur. `no_three_cycle` expresses these inequalities through the pair energy. Its statement `d` gives one strict descent for each i, and the instances `d0`, `d1` and `d2` lead from P(e₀, e₁) through P(e₁, e₂) and P(e₂, e₀) back to P(e₀, e₁), which `linarith` refutes.

The nonsymmetric matrix in the file has J₁₀ = J₂₁ = J₀₂ = −1 and zeros elsewhere. The last inequality then reads −3 < 0 and is satisfied. With h = 0 the levels are

ε(e₀) = (0, −1, 0)

ε(e₁) = (0, 0, −1)

ε(e₂) = (−1, 0, 0)

The cubic levels take the same values at these three occupations. In each case the next orbital of the cycle lies at −1 and the other two lie at 0, so the Fermi level μ = −1/2 separates them. Both cycle theorems supply this value and then check the nine combinations of occupied orbital and level with `fin_cases`.
